# At positive temperature the Fermi-Dirac occupation has one inflection point, at the chemical potential

## Averaging levels before or after filling them

Take a metal at an electronic temperature $T>0$ and sample one of its bands at a few k-points. Each sampled energy gives an occupation between zero and one, and the weighted mean of these occupations is an estimate of the filling of the band. Suppose now that the energies are averaged first, and the occupation is evaluated once, at the mean energy. Is the result larger or smaller than the mean of the occupations?

The answer depends on how the occupation curve bends. The curve falls from one to zero, bending downwards on the filled side and upwards on the empty side. The bending is governed by the second derivative, which at a given temperature can be written in terms of the occupation alone.

For non-interacting levels at a fixed chemical potential, the result gives the sign of the error that averaging the energies first makes in a calculation with Fermi-Dirac smearing, provided that the sampled levels of the band all lie on the same side of the chemical potential and are not all equal. The error is measured against the mean occupation of the same sample.

## Curvature, inflection and band filling

Let $\varepsilon$ be the energy of a level, $\mu$ the chemical potential and $\beta = 1/(k_\mathrm{B}T)$ the inverse temperature. The occupation is

$$n(\varepsilon) = \frac{1}{1+e^{\beta(\varepsilon-\mu)}} .$$

In Lean this is `occupation β μ ε`, a real function of three real numbers. It counts electrons per spin-orbital, so its upper bound, which it approaches but never reaches, is one and not two. The dimensionless function $f(x)=1/(1+e^x)$ is the case $\beta=1$, $\mu=0$.

**Second derivative.** For all real $\beta$, $\mu$ and $\varepsilon$,
$$n'' = \beta^2\, n(1-n)(1-2n).$$
The theorem `occupation_second_deriv` states this as a `HasDerivAt` for the function `deriv (occupation β μ)`. It also states that $n$ is differentiable. Lean's `deriv` returns zero where no derivative exists, so this first half guarantees that `deriv` is the true slope.

**Curvature.** If $\beta>0$, then $n$ is strictly concave on $\varepsilon\le\mu$ and strictly convex on $\varepsilon\ge\mu$. The two closed half-lines are `Iic μ` and `Ici μ`. The hypothesis `0 < β` stands for a positive, finite temperature; the step function at $T=0$ is not covered.

**Inflection.** If $\beta>0$, a point is an inflection point of $n$ exactly when it equals $\mu$. The definition `IsInflection` is geometric: for some $\delta>0$, the function is strictly concave on one of the intervals $[c-\delta,c]$ and $[c,c+\delta]$ and strictly convex on the other, in either order. It does not mention a second derivative.

**Sampling.** Let $k$ be a finite set of sampling labels, with energies $\varepsilon_i$ and weights $w_i>0$ for $i\in k$, where $\sum_{i\in k} w_i=1$. Let the energies be not all equal, and let $\beta>0$. Then

$$\varepsilon_i\ge\mu \text{ for all } i\in k \;\Rightarrow\; n\Big(\sum_{i\in k} w_i\varepsilon_i\Big) < \sum_{i\in k} w_i\, n(\varepsilon_i),$$

and the inequality is reversed if $\varepsilon_i\le\mu$ for all $i\in k$. In Lean, `k` is a `Finset`, and `w` and `ε` are real functions on the labels. No crystal or dispersion relation enters: any finite list of energies will do. The chemical potential is the same on both sides, so the theorems do not describe a calculation that readjusts $\mu$ to conserve the electron number.

## Two derivatives through the occupation itself

Write $E=e^{\beta(\varepsilon-\mu)}$, so that $n=1/(1+E)$ and $1-n=E/(1+E)$. Since $E'=\beta E$,

$$n' = -\frac{\beta E}{(1+E)^2} = -\beta\, n(1-n).$$

Differentiating again gives

$$n'' = -\beta\,(n'-2nn') = -\beta\, n'(1-2n) = \beta^2\, n(1-n)(1-2n).$$

Because $E>0$, we have $0<n<1$. For $\beta>0$, the first two factors, $\beta^2$ and $n(1-n)$, are therefore positive, and the sign is that of $1-2n$. Below $\mu$ we have $E<1$, hence $n>1/2$ and $n''<0$. Above $\mu$ we have $E>1$, hence $n<1/2$ and $n''>0$. At $\mu$ itself $n=1/2$ and $n''=0$.

## From the sign to the closed half-lines

On $\varepsilon\le\mu$ the slope $n'$ is continuous, and its derivative is negative except at the endpoint, so $n'$ is strictly decreasing there. Take $a<b\le\mu$ and $c=(1-t)a+tb$ with $0<t<1$. The mean value theorem gives points $\xi_1\in(a,c)$ and $\xi_2\in(c,b)$ with

$$\frac{n(c)-n(a)}{t(b-a)} = n'(\xi_1) > n'(\xi_2) = \frac{n(b)-n(c)}{(1-t)(b-a)}.$$

Multiplying by $t(1-t)(b-a)$ and rearranging yields $n(c)>(1-t)n(a)+t\,n(b)$, which is strict concavity. On $\varepsilon\ge\mu$ the slope is strictly increasing, and the same argument with the inequalities reversed gives strict convexity.

## No second inflection point

A function cannot be strictly convex on one set and strictly concave on another if the sets share two different points $a$ and $b$. At the midpoint, convexity would put the graph below the chord, and concavity would put it above.

Suppose that $\varepsilon<\mu$ were an inflection point. One of the intervals $[\varepsilon-\delta,\varepsilon]$ and $[\varepsilon,\varepsilon+\delta]$ would carry a strictly convex piece. That interval shares with the concave half-line the point $\varepsilon$ and a second point: $\varepsilon-\delta$ in the first case, $\min(\varepsilon+\delta,\mu)$ in the second. This is impossible.

If $\varepsilon>\mu$, the strictly concave piece meets the convex half-line in $\varepsilon$ and in $\max(\varepsilon-\delta,\mu)$ or $\varepsilon+\delta$, which is equally impossible. At $\mu$ the two half-lines supply the required sides, for example with $\delta=1$.

## The sign of the averaging error

Let all $\varepsilon_i\ge\mu$ and put $\bar\varepsilon=\sum_{i\in k} w_i\varepsilon_i$, which is also at least $\mu$. If $\varepsilon_i\ne\bar\varepsilon$, the mean value theorem gives a $\xi$ strictly between them with

$$n(\varepsilon_i)-n(\bar\varepsilon)=n'(\xi)(\varepsilon_i-\bar\varepsilon) > n'(\bar\varepsilon)(\varepsilon_i-\bar\varepsilon),$$

because $n'$ is strictly increasing on this half-line. If $\varepsilon_i=\bar\varepsilon$, both sides are zero. Multiply by $w_i$ and sum. The right-hand side vanishes, since $\sum_{i\in k} w_i(\varepsilon_i-\bar\varepsilon)=0$. At least one energy differs from the mean, so the total inequality is strict:

$$\sum_{i\in k} w_i\,n(\varepsilon_i) > n(\bar\varepsilon).$$

For levels at or below $\mu$, the slope is strictly decreasing and the inequality turns round.

## Levels on both sides of the chemical potential

The condition that all levels lie on one side does real work. Take two levels at $\mu-a$ and $\mu+a$ with $a>0$, each with weight $1/2$. Their occupations add up to

$$\frac{1}{1+e^{-\beta a}}+\frac{1}{1+e^{\beta a}} = 1,$$

so the mean occupation is $1/2$. The mean energy is $\mu$, where the occupation is also $1/2$. The weights are positive and the energies differ, yet both strict inequalities fail: at the two levels the curve departs from its tangent at $\mu$ by equal and opposite amounts, which cancel in the mean.

## The Lean file

```lean
import Mathlib

open Set

namespace FermiDiracCurvature

noncomputable section

/-- The Fermi-Dirac occupation of a level of energy `ε` at inverse temperature `β` and
chemical potential `μ`. -/
def occupation (β μ ε : ℝ) : ℝ := 1 / (1 + Real.exp (β * (ε - μ)))

/-- A point `c` is an inflection point of `g` if, close to `c`, the graph is strictly concave on
one side and strictly convex on the other. -/
def IsInflection (g : ℝ → ℝ) (c : ℝ) : Prop :=
  ∃ δ > 0,
    (StrictConcaveOn ℝ (Icc (c - δ) c) g ∧ StrictConvexOn ℝ (Icc c (c + δ)) g) ∨
    (StrictConvexOn ℝ (Icc (c - δ) c) g ∧ StrictConcaveOn ℝ (Icc c (c + δ)) g)

/-- The occupation `n` is differentiable in the energy, and its second derivative is
`β² n (1 - n) (1 - 2n)`. -/
theorem occupation_second_deriv (β μ ε : ℝ) :
    Differentiable ℝ (occupation β μ) ∧
    HasDerivAt (deriv (occupation β μ))
      (β ^ 2 * (occupation β μ ε * (1 - occupation β μ ε) * (1 - 2 * occupation β μ ε))) ε := by
  -- the first derivative, written through the occupation itself
  have h1 : ∀ x, HasDerivAt (occupation β μ)
      (-(β * (occupation β μ x * (1 - occupation β μ x)))) x := by
    intro x
    have hne : 1 + Real.exp (β * (x - μ)) ≠ 0 := by positivity
    have hlin : HasDerivAt (fun y : ℝ => β * (y - μ)) β x :=
      (((hasDerivAt_id' x).sub_const μ).const_mul β).congr_deriv (mul_one β)
    have h : HasDerivAt (occupation β μ) _ x :=
      (hasDerivAt_const x (1 : ℝ)).fun_div (hlin.exp.const_add 1) hne
    refine h.congr_deriv ?_
    have hole : 1 - 1 / (1 + Real.exp (β * (x - μ)))
        = Real.exp (β * (x - μ)) / (1 + Real.exp (β * (x - μ))) := by
      rw [eq_div_iff hne, sub_mul, div_mul_cancel₀ _ hne]
      ring
    unfold occupation
    rw [hole]
    generalize 1 + Real.exp (β * (x - μ)) = D
    ring
  refine ⟨fun x => (h1 x).differentiableAt, ?_⟩
  -- differentiate the product of occupation and hole occupation once more
  have h2 : deriv (occupation β μ)
      = fun x => -(β * (occupation β μ x * (1 - occupation β μ x))) :=
    funext fun x => (h1 x).deriv
  rw [h2]
  have h3 := (((h1 ε).fun_mul ((h1 ε).const_sub 1)).const_mul β).fun_neg
  exact h3.congr_deriv (by ring)

/-- The occupation lies strictly between zero and one. -/
theorem occupation_mem_Ioo (β μ ε : ℝ) : 0 < occupation β μ ε ∧ occupation β μ ε < 1 := by
  have hE := Real.exp_pos (β * (ε - μ))
  unfold occupation
  exact ⟨by positivity, (div_lt_one (by positivity)).2 (by linarith)⟩

/-- At positive temperature, levels below the chemical potential are more than half filled and
levels above it are less than half filled. -/
theorem occupation_half_filling {β : ℝ} (hβ : 0 < β) (μ ε : ℝ) :
    (ε < μ → 1 / 2 < occupation β μ ε) ∧ (μ < ε → occupation β μ ε < 1 / 2) := by
  unfold occupation
  constructor
  · intro h
    have hE : Real.exp (β * (ε - μ)) < 1 :=
      Real.exp_lt_one_iff.2 (mul_neg_of_pos_of_neg hβ (sub_neg.2 h))
    exact one_div_lt_one_div_of_lt (by positivity) (by linarith)
  · intro h
    have hE : 1 < Real.exp (β * (ε - μ)) :=
      Real.one_lt_exp_iff.2 (mul_pos hβ (sub_pos.2 h))
    exact one_div_lt_one_div_of_lt (by norm_num) (by linarith)

/-- At positive temperature the occupation is a strictly concave function of energy up to the
chemical potential. -/
theorem occupation_strictConcaveOn {β : ℝ} (hβ : 0 < β) (μ : ℝ) :
    StrictConcaveOn ℝ (Iic μ) (occupation β μ) := by
  refine strictConcaveOn_of_deriv2_neg (convex_Iic μ)
    (occupation_second_deriv β μ 0).1.continuous.continuousOn ?_
  intro x hx
  rw [interior_Iic] at hx
  change deriv (deriv (occupation β μ)) x < 0
  rw [(occupation_second_deriv β μ x).2.deriv]
  obtain ⟨h0, h1⟩ := occupation_mem_Ioo β μ x
  have h2 := (occupation_half_filling hβ μ x).1 hx
  -- more than half filling makes the factor `1 - 2n` negative
  exact mul_neg_of_pos_of_neg (by positivity)
    (mul_neg_of_pos_of_neg (mul_pos h0 (by linarith)) (by linarith))

/-- At positive temperature the occupation is a strictly convex function of energy from the
chemical potential upwards. -/
theorem occupation_strictConvexOn {β : ℝ} (hβ : 0 < β) (μ : ℝ) :
    StrictConvexOn ℝ (Ici μ) (occupation β μ) := by
  refine strictConvexOn_of_deriv2_pos (convex_Ici μ)
    (occupation_second_deriv β μ 0).1.continuous.continuousOn ?_
  intro x hx
  rw [interior_Ici] at hx
  change 0 < deriv (deriv (occupation β μ)) x
  rw [(occupation_second_deriv β μ x).2.deriv]
  obtain ⟨h0, h1⟩ := occupation_mem_Ioo β μ x
  have h2 := (occupation_half_filling hβ μ x).2 hx
  exact mul_pos (by positivity) (mul_pos (mul_pos h0 (by linarith)) (by linarith))

/-- A function cannot be strictly convex on one set and strictly concave on another if the two
sets share two different points. -/
theorem not_convex_and_concave {g : ℝ → ℝ} {s t : Set ℝ} {a b : ℝ}
    (hs : StrictConvexOn ℝ s g) (ht : StrictConcaveOn ℝ t g)
    (ha : a ∈ s ∩ t) (hb : b ∈ s ∩ t) (hab : a ≠ b) : False := by
  have hp : (0 : ℝ) < 1 / 2 := by norm_num
  have hsum : (1 / 2 : ℝ) + 1 / 2 = 1 := by norm_num
  -- compare the chord with the graph at the midpoint
  exact lt_asymm (hs.2 ha.1 hb.1 hab hp hp hsum) (ht.2 ha.2 hb.2 hab hp hp hsum)

/-- At positive temperature the occupation, as a function of energy, has exactly one inflection
point, the chemical potential. -/
theorem occupation_isInflection_iff {β : ℝ} (hβ : 0 < β) (μ ε : ℝ) :
    IsInflection (occupation β μ) ε ↔ ε = μ := by
  have hcave := occupation_strictConcaveOn hβ μ
  have hvex := occupation_strictConvexOn hβ μ
  constructor
  · rintro ⟨δ, hδ, h⟩
    by_contra hne
    rcases lt_or_gt_of_ne hne with hlt | hgt
    · -- below the chemical potential no convex side is possible
      rcases h with ⟨_, h⟩ | ⟨h, _⟩
      · have hm : ε < min (ε + δ) μ := lt_min (by linarith) hlt
        exact not_convex_and_concave h hcave ⟨⟨le_rfl, by linarith⟩, hlt.le⟩
          ⟨⟨hm.le, min_le_left _ _⟩, mem_Iic.2 (min_le_right _ _)⟩ hm.ne
      · have hm : ε - δ < ε := by linarith
        exact not_convex_and_concave h hcave ⟨⟨le_rfl, hm.le⟩, (hm.trans hlt).le⟩
          ⟨⟨hm.le, le_rfl⟩, hlt.le⟩ hm.ne
    · -- above the chemical potential no concave side is possible
      have hgt' : μ < ε := hgt
      rcases h with ⟨h, _⟩ | ⟨_, h⟩
      · have hm : max (ε - δ) μ < ε := max_lt (by linarith) hgt'
        exact not_convex_and_concave hvex h
          ⟨mem_Ici.2 (le_max_right _ _), ⟨le_max_left _ _, hm.le⟩⟩
          ⟨hgt'.le, ⟨by linarith, le_rfl⟩⟩ hm.ne
      · have hm : ε < ε + δ := by linarith
        exact not_convex_and_concave hvex h ⟨hgt'.le, ⟨le_rfl, hm.le⟩⟩
          ⟨(hgt'.trans hm).le, ⟨hm.le, le_rfl⟩⟩ hm.ne
  · rintro rfl
    exact ⟨1, one_pos, Or.inl ⟨hcave.subset Icc_subset_Iic_self (convex_Icc _ _),
      hvex.subset Icc_subset_Ici_self (convex_Icc _ _)⟩⟩

/-- Let a band be sampled at finitely many k-points with positive weights of sum one, at positive
temperature. If all sampled energies lie at or above the chemical potential and are not all equal,
the mean occupation exceeds the occupation at the mean energy. -/
theorem occupation_mean_lt_mean_occupation {ι : Type*} {β μ : ℝ} (hβ : 0 < β) (k : Finset ι)
    (w ε : ι → ℝ) (hw : ∀ i ∈ k, 0 < w i) (hsum : ∑ i ∈ k, w i = 1)
    (hε : ∀ i ∈ k, μ ≤ ε i) (hne : ∃ i ∈ k, ∃ j ∈ k, ε i ≠ ε j) :
    occupation β μ (∑ i ∈ k, w i * ε i) < ∑ i ∈ k, w i * occupation β μ (ε i) := by
  simpa only [smul_eq_mul] using
    (occupation_strictConvexOn hβ μ).map_sum_lt hw hsum hε hne

/-- Let a band be sampled at finitely many k-points with positive weights of sum one, at positive
temperature. If all sampled energies lie at or below the chemical potential and are not all equal,
the mean occupation is less than the occupation at the mean energy. -/
theorem mean_occupation_lt_occupation_mean {ι : Type*} {β μ : ℝ} (hβ : 0 < β) (k : Finset ι)
    (w ε : ι → ℝ) (hw : ∀ i ∈ k, 0 < w i) (hsum : ∑ i ∈ k, w i = 1)
    (hε : ∀ i ∈ k, ε i ≤ μ) (hne : ∃ i ∈ k, ∃ j ∈ k, ε i ≠ ε j) :
    ∑ i ∈ k, w i * occupation β μ (ε i) < occupation β μ (∑ i ∈ k, w i * ε i) := by
  simpa only [smul_eq_mul] using
    (occupation_strictConcaveOn hβ μ).lt_map_sum hw hsum hε hne

end

end FermiDiracCurvature
```

```lean
#print axioms FermiDiracCurvature.occupation_isInflection_iff
-- 'FermiDiracCurvature.occupation_isInflection_iff' depends on axioms: [propext, Classical.choice, Quot.sound]
#print axioms FermiDiracCurvature.occupation_mean_lt_mean_occupation
-- 'FermiDiracCurvature.occupation_mean_lt_mean_occupation' depends on axioms: [propext, Classical.choice, Quot.sound]
#print axioms FermiDiracCurvature.mean_occupation_lt_occupation_mean
-- 'FermiDiracCurvature.mean_occupation_lt_occupation_mean' depends on axioms: [propext, Classical.choice, Quot.sound]
```

## Derivatives and signs in Lean

In `occupation_second_deriv`, the step `h1` is the formula $n'=-\beta n(1-n)$. It comes from the quotient rule, and the auxiliary equation `hole` is $1-n=E/(1+E)$. The step `h2` turns this pointwise statement into an equality of functions, so that `deriv (occupation β μ)` can be replaced by the explicit product. The product rule in `h3` then gives the second derivative, and `ring` brings it to the stated form.

The lemmas `occupation_mem_Ioo` and `occupation_half_filling` provide the bounds $0<n<1$ and the comparison with $1/2$. The two curvature theorems combine them factor by factor, as in the sign argument above.

## A curvature test that ignores the endpoint

The proof turns on Mathlib's `strictConcaveOn_of_deriv2_neg` and its convex partner `strictConvexOn_of_deriv2_pos`. The first asks for three things: a convex set, continuity of the function on that set, and a negative second derivative on the interior of the set. It returns strict concavity on the whole set.

The restriction to the interior is what makes the test fit. At $\mu$ the second derivative is zero, so a test that demanded a negative sign on all of `Iic μ` would fail at the endpoint. Here `interior_Iic` rewrites the interior as the open half-line, and the hypothesis `hx` becomes the strict inequality $x<\mu$ that the half-filling lemma needs. Continuity carries the conclusion to the endpoint. The test thus replaces the mean value argument given above.

Having $\mu$ in both half-lines matters later, because `IsInflection` asks for closed intervals that meet at the inflection point.

## Inflection and sampling in Lean

The lemma `not_convex_and_concave` is the midpoint argument: it applies both definitions with weights $1/2$ and $1/2$, and `lt_asymm` rejects the two opposite inequalities. In `occupation_isInflection_iff`, the forward direction splits into the four cases described above, and the `min` and `max` expressions are the second shared points. The reverse direction takes $\delta=1$ and restricts the two curvature theorems to intervals of that length.

The sampling theorems apply Mathlib's strict Jensen inequalities, `map_sum_lt` for the convex half-line and `lt_map_sum` for the concave one. These work directly from strict convexity and concavity, where the derivation above used the tangent at the mean energy. The hypothesis `hne`, that two sampled energies differ, is what makes the inequalities strict; it also means that at least two k-points are present.
